# The su(1,1) ladder of an oscillator with an inverse-square potential moves the energy by 2ħω

In units with $\hbar=m=\omega=1$, the one-dimensional oscillator has the energy operator $(p^2+x^2)/2$ and the lowering operator $a=(x+ip)/\sqrt2$. The square $a^2$ lowers the energy by 2 and annihilates two eigenstates: $e^{-x^2/2}$ with energy $1/2$, and $xe^{-x^2/2}$ with energy $3/2$.

Now I add $l(l+1)/(2x^2)$, as in the radial equation of the three-dimensional oscillator. For $l\ge1$ the operator $a$ no longer shifts the energy, yet the levels at fixed $l$ are still 2 apart. What replaces $a^2$? And does it still have two bottom states, although the radial problem has one ground state for each $l$?

## Three operators that close under commutation

Whenever $[x,p]=i$ and $x$ is invertible, a ladder with step 2 survives, and its algebra allows two bottom energies, $l+3/2$ and $1/2-l$. For integer $l\ge1$ square-integrability at the origin selects the first; at $l=0$ the condition $u(0)=0$ on the radial function $u$ does so. Put

$$H=\tfrac12(p^2+g x^{-2}),\quad K=\tfrac12x^2,\quad D=\tfrac14(xp+px),$$

so that the trapped particle has energy operator $N=H+K$. The replacements for $a^{\dagger2}/2$ and $a^2/2$ are $L_\pm=\tfrac12(K-H)\mp iD$. At $g=0$, $L_-$ is exactly $a^2/2$.

Multiplying $xp-px=i$ by $x^{-1}$ on both sides gives $[p,x^{-1}]=ix^{-2}$, hence $[p,x^{-2}]=2ix^{-3}$. Also $[x,p^2]=2ip$, $[p,x^2]=-2ix$ and $D=\tfrac12xp-\tfrac i4$. Therefore

$$[D,H]=\tfrac14\left([x,p^2]p+g\,x[p,x^{-2}]\right)=iH,$$
$$[D,K]=\tfrac14x[p,x^2]=-iK,$$
$$[K,H]=\tfrac14\left(x[x,p^2]+[x,p^2]x\right)=2iD.$$

For the Casimir element $C=\tfrac12(HK+KH)-D^2$, move each $p$ to the right: $p^2x^2=x^2p^2-4ixp-2$ and $(xp)^2=x^2p^2-ixp$. Then

$$\tfrac12(HK+KH)=\tfrac14x^2p^2-\tfrac i2xp-\tfrac14+\tfrac g4,$$
$$D^2=\tfrac14x^2p^2-\tfrac i2xp-\tfrac1{16}.$$

The difference is $C=g/4-3/16$. For $g=l(l+1)$ this equals $(l/2+3/4)(l/2-1/4)$.

## From the commutators to the bottom energies

Let $S=(K-H)/2$. Then $[N,S]=-2iD$ and $[N,D]=2iS$, so

$$[N,L_\pm]=-2iD\pm2S=\pm2L_\pm.$$

If $N\psi=E\psi$, then $NL_\pm\psi=(E\pm2)L_\pm\psi$.

Since $[S,D]=iN/2$, we get $[L_+,L_-]=2i[S,D]=-N$ and $L_+L_-=S^2+D^2-N/2$. Expanding the square gives $S^2=N^2/4-(HK+KH)/2=N^2/4-C-D^2$, so

$$L_+L_-=\tfrac14N^2-\tfrac12N-C.$$

If $N\psi=E\psi$ and $L_-\psi=0$ with $\psi\neq0$, then $E^2/4-E/2-C=0$. For $g=l(l+1)$ this is $(E-1)^2=(l+\tfrac12)^2$, which gives the two energies.

Take $l=1$. Then $g=2$, $C=5/16$ and $4E^2-8E-5=0$, so $E=5/2$ or $E=-1/2$. The corresponding functions are $x^2e^{-x^2/2}$ and $x^{-1}e^{-x^2/2}$; the second is not square-integrable at the origin. At $l=0$ both functions are square-integrable, and the radial condition $u(0)=0$ keeps $3/2$.

```lean
import Mathlib

open Complex

namespace ConformalLadder

noncomputable section

variable {A : Type*} [Ring A] [Algebra ℂ A]

/-- The radial Hamiltonian `H = (p² + g x⁻²)/2` with an inverse-square potential. -/
def hamiltonian (g : ℂ) (x : Aˣ) (p : A) : A :=
  (1 / 2 : ℂ) • (p ^ 2 + g • (↑x⁻¹ : A) ^ 2)

/-- The harmonic trap `K = x²/2`. -/
def trap (x : Aˣ) : A := (1 / 2 : ℂ) • (x : A) ^ 2

/-- The dilation generator `D = (xp + px)/4`. -/
def dilation (x : Aˣ) (p : A) : A := (1 / 4 : ℂ) • ((x : A) * p + p * (x : A))

/-- The raising operator `(K - H)/2 - iD`. -/
def raising (g : ℂ) (x : Aˣ) (p : A) : A :=
  (1 / 2 : ℂ) • (trap x - hamiltonian g x p) - I • dilation x p

/-- The lowering operator `(K - H)/2 + iD`. -/
def lowering (g : ℂ) (x : Aˣ) (p : A) : A :=
  (1 / 2 : ℂ) • (trap x - hamiltonian g x p) + I • dilation x p

/-- If `[x, p] = i` and `x` is invertible, then `[p, x⁻¹] = i x⁻²`, here written as a rule
that moves `p` to the right of `x⁻¹`. -/
theorem momentum_mul_inv (x : Aˣ) (p : A) (hxp : (x : A) * p - p * x = I • (1 : A)) :
    p * (↑x⁻¹ : A) = ↑x⁻¹ * p + I • ((↑x⁻¹ : A) * ↑x⁻¹) := by
  have h : (x : A) * p = p * x + I • (1 : A) := sub_eq_iff_eq_add'.mp hxp
  calc p * (↑x⁻¹ : A) = ↑x⁻¹ * ((x : A) * p) * ↑x⁻¹ := by
        rw [Units.inv_mul_cancel_left]
    _ = ↑x⁻¹ * (p * x + I • (1 : A)) * ↑x⁻¹ := by rw [h]
    _ = ↑x⁻¹ * p + I • ((↑x⁻¹ : A) * ↑x⁻¹) := by
        simp only [mul_add, add_mul, mul_assoc, Units.mul_inv, mul_one,
          mul_smul_comm, smul_mul_assoc]

/-- If `[x, p] = i` and `x` is invertible, then `[D, H] = iH`, `[D, K] = -iK`,
`[K, H] = 2iD`, and the Casimir element `(HK + KH)/2 - D²` is the number `g/4 - 3/16`. -/
theorem su11_algebra (g : ℂ) (x : Aˣ) (p : A)
    (hxp : (x : A) * p - p * x = I • (1 : A)) :
    dilation x p * hamiltonian g x p - hamiltonian g x p * dilation x p
        = I • hamiltonian g x p ∧
    dilation x p * trap x - trap x * dilation x p = -(I • trap x) ∧
    trap x * hamiltonian g x p - hamiltonian g x p * trap x = (2 * I) • dilation x p ∧
    (1 / 2 : ℂ) • (hamiltonian g x p * trap x + trap x * hamiltonian g x p)
        - dilation x p ^ 2 = (g / 4 - 3 / 16) • (1 : A) := by
  -- rules that move every momentum to the right
  have hpx : p * (x : A) = x * p - I • (1 : A) := by rw [← hxp, sub_sub_cancel]
  have hpx' : ∀ a : A, p * (x * a) = x * (p * a) - I • a := fun a => by
    rw [← mul_assoc, hpx]
    simp only [sub_mul, mul_assoc, smul_mul_assoc, one_mul]
  have hpy := momentum_mul_inv x p hxp
  have hpy' : ∀ a : A, p * (↑x⁻¹ * a) = ↑x⁻¹ * (p * a) + I • (↑x⁻¹ * (↑x⁻¹ * a)) :=
    fun a => by
      rw [← mul_assoc, hpy]
      simp only [add_mul, mul_assoc, smul_mul_assoc]
  refine ⟨?_, ?_, ?_, ?_⟩ <;>
    simp only [hamiltonian, trap, dilation, sq, mul_add, add_mul, mul_sub, sub_mul,
      mul_assoc, smul_mul_assoc, mul_smul_comm, mul_one, one_mul, hpx, hpx', hpy, hpy',
      Units.mul_inv, Units.inv_mul, Units.mul_inv_cancel_left, Units.inv_mul_cancel_left]
  · module
  · module
  · module
  · -- only the Casimir value uses i² = -1
    linear_combination (norm := module) Complex.I_sq • ((3 / 16 : ℂ) • (1 : A))

/-- If `[x, p] = i`, `x` is invertible and `g = l(l+1)`, the Casimir element is
`(l/2 + 3/4)(l/2 - 1/4)`. -/
theorem casimir_centrifugal (l : ℂ) (x : Aˣ) (p : A)
    (hxp : (x : A) * p - p * x = I • (1 : A)) :
    (1 / 2 : ℂ) • (hamiltonian (l * (l + 1)) x p * trap x
        + trap x * hamiltonian (l * (l + 1)) x p) - dilation x p ^ 2
      = ((l / 2 + 3 / 4) * (l / 2 - 1 / 4)) • (1 : A) := by
  rw [(su11_algebra (l * (l + 1)) x p hxp).2.2.2]
  module

/-- If `[x, p] = i` and `x` is invertible, the ladder operators shift `H + K` by `2` and `-2`,
and the commutator of raising with lowering is `-(H + K)`. -/
theorem ladder_commutators (g : ℂ) (x : Aˣ) (p : A)
    (hxp : (x : A) * p - p * x = I • (1 : A)) :
    (hamiltonian g x p + trap x) * raising g x p
        = raising g x p * (hamiltonian g x p + trap x) + (2 : ℂ) • raising g x p ∧
    (hamiltonian g x p + trap x) * lowering g x p
        = lowering g x p * (hamiltonian g x p + trap x) - (2 : ℂ) • lowering g x p ∧
    raising g x p * lowering g x p - lowering g x p * raising g x p
        = -(hamiltonian g x p + trap x) := by
  obtain ⟨hDH, hDK, hKH, -⟩ := su11_algebra g x p hxp
  rw [sub_eq_iff_eq_add'] at hDH hDK hKH
  refine ⟨?_, ?_, ?_⟩ <;>
    simp only [raising, lowering, mul_add, add_mul, mul_sub, sub_mul, smul_mul_assoc,
      mul_smul_comm, hDH, hDK, hKH]
  · linear_combination (norm := module) Complex.I_sq • (hamiltonian g x p - trap x)
  · linear_combination (norm := module) Complex.I_sq • (trap x - hamiltonian g x p)
  · linear_combination (norm := module) Complex.I_sq • (hamiltonian g x p + trap x)

/-- If `[x, p] = i` and `x` is invertible, raising after lowering equals
`(H + K)²/4 - (H + K)/2 - (g/4 - 3/16)`. -/
theorem raising_mul_lowering (g : ℂ) (x : Aˣ) (p : A)
    (hxp : (x : A) * p - p * x = I • (1 : A)) :
    raising g x p * lowering g x p
      = (1 / 4 : ℂ) • (hamiltonian g x p + trap x) ^ 2
        - (1 / 2 : ℂ) • (hamiltonian g x p + trap x) - (g / 4 - 3 / 16) • (1 : A) := by
  obtain ⟨hDH, hDK, -, hC⟩ := su11_algebra g x p hxp
  rw [sub_eq_iff_eq_add'] at hDH hDK
  rw [← hC]
  simp only [raising, lowering, sq, mul_add, add_mul, mul_sub, sub_mul, smul_mul_assoc,
    mul_smul_comm, hDH, hDK]
  linear_combination (norm := module) Complex.I_sq •
    ((1 / 2 : ℂ) • (hamiltonian g x p + trap x) - dilation x p * dilation x p)

variable {M : Type*} [AddCommGroup M] [Module ℂ M] [Module A M] [IsScalarTower ℂ A M]

/-- Let `[x, p] = i` with `x` invertible. If `(H + K)ψ = Eψ`, then `H + K` acts on the raised
vector as `E + 2` and on the lowered vector as `E - 2`. -/
theorem ladder_shifts_energy (g E : ℂ) (x : Aˣ) (p : A)
    (hxp : (x : A) * p - p * x = I • (1 : A)) (ψ : M)
    (hE : (hamiltonian g x p + trap x) • ψ = E • ψ) :
    (hamiltonian g x p + trap x) • (raising g x p • ψ) = (E + 2) • (raising g x p • ψ) ∧
    (hamiltonian g x p + trap x) • (lowering g x p • ψ)
      = (E - 2) • (lowering g x p • ψ) := by
  obtain ⟨hr, hl, -⟩ := ladder_commutators g x p hxp
  constructor
  · rw [← mul_smul, hr, add_smul, mul_smul, hE, smul_algebra_smul_comm, smul_assoc,
      ← add_smul]
  · rw [← mul_smul, hl, sub_smul, mul_smul, hE, smul_algebra_smul_comm, smul_assoc,
      ← sub_smul]

/-- Let `[x, p] = i` with `x` invertible and `g = l(l+1)`. A nonzero eigenvector of `H + K`
that the lowering operator annihilates has eigenvalue `l + 3/2` or `1/2 - l`. -/
theorem bottom_energy (l E : ℂ) (x : Aˣ) (p : A)
    (hxp : (x : A) * p - p * x = I • (1 : A)) (ψ : M) (hψ : ψ ≠ 0)
    (hE : (hamiltonian (l * (l + 1)) x p + trap x) • ψ = E • ψ)
    (hlow : lowering (l * (l + 1)) x p • ψ = 0) :
    E = l + 3 / 2 ∨ E = 1 / 2 - l := by
  have hN : ((hamiltonian (l * (l + 1)) x p + trap x)
      * (hamiltonian (l * (l + 1)) x p + trap x)) • ψ = E • E • ψ := by
    rw [mul_smul, hE, smul_algebra_smul_comm, hE]
  have h : (raising (l * (l + 1)) x p * lowering (l * (l + 1)) x p) • ψ = 0 := by
    rw [mul_smul, hlow, smul_zero]
  -- the operator identity becomes a quadratic equation for E
  rw [raising_mul_lowering _ x p hxp, sq, sub_smul, sub_smul, smul_assoc, smul_assoc,
    smul_assoc, hN, hE, one_smul] at h
  have h0 : (E ^ 2 / 4 - E / 2 - (l * (l + 1) / 4 - 3 / 16)) • ψ = 0 := by
    linear_combination (norm := module) h
  have h1 := (smul_eq_zero.mp h0).resolve_right hψ
  have h2 : (E - (l + 3 / 2)) * (E - (1 / 2 - l)) = 0 := by linear_combination 4 * h1
  rcases mul_eq_zero.mp h2 with h3 | h3
  · exact Or.inl (sub_eq_zero.mp h3)
  · exact Or.inr (sub_eq_zero.mp h3)

/-- Multiplication by `x` on the coefficient sequences of formal two-sided Laurent series,
with multiplication by `x⁻¹` as its inverse. -/
def laurentX : (Module.End ℂ (ℤ → ℂ))ˣ where
  val :=
    { toFun := fun f n => f (n - 1)
      map_add' := fun _ _ => rfl
      map_smul' := fun _ _ => rfl }
  inv :=
    { toFun := fun f n => f (n + 1)
      map_add' := fun _ _ => rfl
      map_smul' := fun _ _ => rfl }
  val_inv := LinearMap.ext fun f => funext fun n => by
    show f (n - 1 + 1) = f n
    rw [sub_add_cancel]
  inv_val := LinearMap.ext fun f => funext fun n => by
    show f (n + 1 - 1) = f n
    rw [add_sub_cancel_right]

/-- The momentum `-i d/dx` on the coefficient sequences of formal two-sided Laurent series. -/
def laurentP : Module.End ℂ (ℤ → ℂ) where
  toFun := fun f n => -I * ((n : ℂ) + 1) * f (n + 1)
  map_add' := fun _ _ => funext fun _ => mul_add _ _ _
  map_smul' := fun _ _ => funext fun _ => mul_left_comm _ _ _

/-- On formal two-sided Laurent series the invertible position `x` and the momentum
`-i d/dx` satisfy `[x, p] = i`. -/
theorem canonical_commutator_witness :
    (laurentX : Module.End ℂ (ℤ → ℂ)) * laurentP - laurentP * laurentX
      = I • (1 : Module.End ℂ (ℤ → ℂ)) := by
  refine LinearMap.ext fun f => funext fun n => ?_
  show -I * (((n - 1 : ℤ) : ℂ) + 1) * f (n - 1 + 1)
    - -I * ((n : ℂ) + 1) * f (n + 1 - 1) = I * f n
  rw [sub_add_cancel n 1, add_sub_cancel_right n 1]
  push_cast
  ring

end

end ConformalLadder
```

```lean
#print axioms ConformalLadder.casimir_centrifugal
-- 'ConformalLadder.casimir_centrifugal' depends on axioms: [propext, Classical.choice, Quot.sound]
#print axioms ConformalLadder.ladder_shifts_energy
-- 'ConformalLadder.ladder_shifts_energy' depends on axioms: [propext, Classical.choice, Quot.sound]
#print axioms ConformalLadder.bottom_energy
-- 'ConformalLadder.bottom_energy' depends on axioms: [propext, Classical.choice, Quot.sound]
```

## What the operators and vectors stand for

`A` is a complex algebra of operators. The type `Aˣ` makes `x` a unit with a two-sided inverse, as multiplication by $x$ is on smooth functions on $x>0$. The hypothesis `hxp` is the canonical relation, with `I • (1 : A)` for $i$ times the identity. The name `hamiltonian` means $H$ without the trap. Textbooks often use $K_0=N/2$, which the ladder shifts by 1.

`su11_algebra` states the three commutators and the Casimir value for every complex `g`; `casimir_centrifugal` gives the factorised form. Wave functions, normalisable or not, are vectors of a module `M` on which `A` acts compatibly with the complex numbers. `ladder_shifts_energy` allows the shifted vector to be zero. `bottom_energy` assumes a nonzero eigenvector annihilated by `lowering` and limits its energy to two values.

There is no inner product here, so the passage to physical levels needs a Hilbert space domain, which at $l=0$ includes the condition $u(0)=0$. With that choice made, the ladder gives the levels $l+3/2+2k$, $k=0,1,2,\dots$, as reference values for a radial Schrödinger solver, for one particle in a harmonic trap.

Matrices of finite size $n\ge1$ cannot satisfy $[x,p]=i$, because the trace of a commutator vanishes. `canonical_commutator_witness` therefore uses coefficient sequences of two-sided Laurent series: `laurentX` shifts the coefficients and `laurentP` is $-i\,d/dx$.

## Normal ordering in Lean

`momentum_mul_inv` proves the rule for $px^{-1}$ by inserting $x^{-1}x$ and using the canonical relation. In `su11_algebra`, `simp only` moves every momentum to the right, and `module` compares the coefficients of the ordered products. The Casimir value also needs $i^2=-1$, supplied through `Complex.I_sq`.

`ladder_commutators` uses only the three commutators. `raising_mul_lowering` replaces the number $g/4-3/16$ by the Casimir element and then expands, as in the calculation with $S$ and $D$. `ladder_shifts_energy` applies the operator identities to $\psi$. `bottom_energy` does the same with the product formula, cancels the nonzero vector and factorises the quadratic. The witness is checked coefficient by coefficient: $-in+i(n+1)=i$.

## The top of a descending ladder

The same argument applies to a nonzero eigenvector annihilated by $L_+$. Here $L_-L_+=N^2/4+N/2-C$, which is the earlier polynomial with $N$ replaced by $-N$. The possible eigenvalues are therefore $-(l+3/2)$ and $l-1/2$, a consequence derived here without a Lean proof. They are not levels of the trapped particle: the corresponding functions $x^{l+1}e^{x^2/2}$ and $x^{-l}e^{x^2/2}$ grow at infinity and are not square-integrable.
